# Anticommuting involutions h₁, …, hₘ determine every edge operator on m + 1 vertices

Let $h_1,\dots,h_m$ be elements of a complex algebra with unit, and for $j,k\ge 1$ set $A_{0j}=h_j$, $A_{j0}=-h_j$ and $A_{jk}=-i\,h_jh_k$, with the convention $A_{00}=-i$. As a factor, $i$ is the imaginary unit; as a subscript, it labels a vertex. The file below proves that these operators obey the edge relations, among them $A_{ij}A_{jk}=-i\,A_{ik}$ for distinct vertices, exactly when the $h_j$ square to one and anticommute pairwise.

```lean
import Mathlib

open Complex

namespace EdgeAlgebraReconstruction

noncomputable section

variable {R : Type*} [Ring R] [Algebra ℂ R] {ι V : Type*}

/-- A family of pairwise anticommuting involutions. -/
structure IsAnticommutingInvolutions (h : ι → R) : Prop where
  sq : ∀ j, h j * h j = 1
  anti : ∀ j k, j ≠ k → h j * h k = -(h k * h j)

/-- Edge operators on the complete graph with vertex set `V`: reversing an edge changes the sign,
each edge squares to one, and `A_ij A_jk = -i A_ik` for distinct vertices `i`, `j`, `k`. -/
structure IsEdgeSystem (A : V → V → R) : Prop where
  antisymm : ∀ i j, i ≠ j → A j i = -A i j
  sq : ∀ i j, i ≠ j → A i j * A i j = 1
  comp : ∀ i j k, i ≠ j → j ≠ k → i ≠ k → A i j * A j k = -(I • A i k)

/-- The edge operators built from generators `h_j`, with `none` as the root vertex 0:
`A_0j = h_j`, `A_j0 = -h_j`, `A_jk = -i h_j h_k`, and the convention `A_00 = -i`. -/
def edge (h : ι → R) : Option ι → Option ι → R
  | none, none => -(I • (1 : R))
  | none, some k => h k
  | some j, none => -h j
  | some j, some k => -(I • (h j * h k))

/-- For involutions `h_j`, the rule `A_ij A_jk = -i A_ik` holds for all vertices,
repeated ones included. -/
theorem edge_mul_edge {h : ι → R} (hsq : ∀ j, h j * h j = 1) (i j k : Option ι) :
    edge h i j * edge h j k = -(I • edge h i k) := by
  -- two adjacent equal generators cancel
  have hl : ∀ (b : ι) (x : R), h b * (h b * x) = x := fun b x => by
    rw [← mul_assoc, hsq, one_mul]
  rcases i with _ | i <;> rcases j with _ | j <;> rcases k with _ | k <;>
    simp only [edge, neg_mul, mul_neg, neg_neg, smul_mul_assoc, mul_smul_comm, smul_neg,
      smul_smul, Complex.I_mul_I, neg_smul, one_smul, one_mul, mul_one, mul_assoc, hsq, hl]

/-- For involutions `h_j`, every diagonal entry of the edge family equals `-i`. -/
theorem edge_self {h : ι → R} (hsq : ∀ j, h j * h j = 1) (i : Option ι) :
    edge h i i = -(I • (1 : R)) := by
  rcases i with _ | i
  · rfl
  · simp only [edge, hsq]

/-- In an edge system, two edges leaving the same vertex multiply to `i` times the edge
joining their ends. -/
theorem IsEdgeSystem.mul_of_common {A : V → V → R} (hA : IsEdgeSystem A) {i j k : V}
    (hij : i ≠ j) (hik : i ≠ k) (hjk : j ≠ k) : A i j * A i k = I • A j k := by
  rw [hA.antisymm j i hij.symm, neg_mul, hA.comp j i k hij.symm hik hjk, neg_neg]

/-- In an edge system, the operators of two different edges leaving the same vertex anticommute. -/
theorem IsEdgeSystem.anticommute {A : V → V → R} (hA : IsEdgeSystem A) {i j k : V}
    (hij : i ≠ j) (hik : i ≠ k) (hjk : j ≠ k) : A i j * A i k = -(A i k * A i j) := by
  rw [hA.mul_of_common hij hik hjk, hA.mul_of_common hik hij hjk.symm,
    hA.antisymm j k hjk, smul_neg, neg_neg]

/-- In an edge system, the operators of disjoint edges commute. -/
theorem IsEdgeSystem.commute_of_disjoint {A : V → V → R} (hA : IsEdgeSystem A) {i j k l : V}
    (hij : i ≠ j) (hik : i ≠ k) (hil : i ≠ l) (hjk : j ≠ k) (hjl : j ≠ l) (hkl : k ≠ l) :
    A i j * A k l = A k l * A i j := by
  -- write the edge `kl` as a detour through `i`
  have e : A k l = -(I • (A i k * A i l)) := by
    rw [hA.mul_of_common hik hil hkl, smul_smul, Complex.I_mul_I, neg_smul, one_smul, neg_neg]
  -- moving `A i j` past both factors produces two signs
  have c : A i j * (A i k * A i l) = A i k * A i l * A i j := by
    rw [← mul_assoc, hA.anticommute hij hik hjk, neg_mul, mul_assoc,
      hA.anticommute hij hil hjl, mul_neg, neg_neg, mul_assoc]
  rw [e, mul_neg, neg_mul, mul_smul_comm, smul_mul_assoc, c]

/-- The edges of an edge system that leave the root are pairwise anticommuting involutions. -/
theorem IsEdgeSystem.root_edges {A : Option ι → Option ι → R} (hA : IsEdgeSystem A) :
    IsAnticommutingInvolutions (fun j => A none (some j)) where
  sq := fun j => hA.sq none (some j) (Option.some_ne_none j).symm
  anti := fun j k hjk => hA.anticommute (Option.some_ne_none j).symm
    (Option.some_ne_none k).symm (fun e => hjk (Option.some.inj e))

/-- Main theorem: the operators built from `h` form an edge system on the root and the
labels of `h` if and only if the `h_j` are pairwise anticommuting involutions. -/
theorem edge_isEdgeSystem_iff (h : ι → R) :
    IsEdgeSystem (edge h) ↔ IsAnticommutingInvolutions h := by
  refine ⟨fun H => H.root_edges, fun hh => ?_⟩
  have anti : ∀ i j, i ≠ j → edge h j i = -edge h i j := by
    intro i j hij
    rcases i with _ | i <;> rcases j with _ | j
    · exact absurd rfl hij
    · rfl
    · exact (neg_neg (h i)).symm
    · have hne : i ≠ j := fun e => hij (congrArg some e)
      simp only [edge]
      rw [hh.anti i j hne, smul_neg, neg_neg]
  refine ⟨anti, fun i j hij => ?_, fun i j k _ _ _ => edge_mul_edge hh.sq i j k⟩
  -- go along the edge and back again
  have h1 := edge_mul_edge hh.sq i j i
  have h2 : I • (-(I • (1 : R))) = 1 := by
    simp only [smul_neg, smul_smul, Complex.I_mul_I, neg_smul, one_smul, neg_neg]
  rw [anti i j hij, edge_self hh.sq, mul_neg, h2] at h1
  exact neg_injective h1

/-- Reconstruction: every edge operator of an edge system is given by the edges at the root. -/
theorem IsEdgeSystem.eq_edge {A : Option ι → Option ι → R} (hA : IsEdgeSystem A)
    (i j : Option ι) (hij : i ≠ j) : A i j = edge (fun k => A none (some k)) i j := by
  rcases i with _ | i <;> rcases j with _ | j
  · exact absurd rfl hij
  · rfl
  · exact hA.antisymm none (some i) (Option.some_ne_none i).symm
  · simp only [edge]
    rw [hA.mul_of_common (Option.some_ne_none i).symm (Option.some_ne_none j).symm hij,
      smul_smul, Complex.I_mul_I, neg_smul, one_smul, neg_neg]

/-- For involutions `h_j`, the ordered product of `n + 1` edge operators along a walk `v` is
`(-i)^n` times the operator joining its two endpoints. -/
theorem walk_prod {h : ι → R} (hsq : ∀ j, h j * h j = 1) (v : ℕ → Option ι) (n : ℕ) :
    ((List.range (n + 1)).map (fun t => edge h (v t) (v (t + 1)))).prod
      = (-I) ^ n • edge h (v 0) (v (n + 1)) := by
  induction n with
  | zero => simp
  | succ n ih =>
    rw [List.range_succ, List.map_append, List.prod_append, ih]
    simp only [List.map_cons, List.map_nil, List.prod_singleton]
    rw [smul_mul_assoc, edge_mul_edge hsq, pow_succ, mul_smul, neg_smul]

/-- For involutions `h_j`, the ordered product of edge operators around a closed walk of `n + 1`
steps is the scalar `(-i)^(n+1)`. -/
theorem closed_walk_prod {h : ι → R} (hsq : ∀ j, h j * h j = 1) (v : ℕ → Option ι) (n : ℕ)
    (hv : v (n + 1) = v 0) :
    ((List.range (n + 1)).map (fun t => edge h (v t) (v (t + 1)))).prod
      = (-I) ^ (n + 1) • (1 : R) := by
  rw [walk_prod hsq, hv, edge_self hsq, pow_succ, mul_smul, neg_smul]

/-- The three Pauli matrices are pairwise anticommuting involutions. -/
theorem pauli_witness :
    IsAnticommutingInvolutions
      (![!![0, 1; 1, 0], !![0, -I; I, 0], !![1, 0; 0, -1]] :
        Fin 3 → Matrix (Fin 2) (Fin 2) ℂ) where
  sq := by
    intro j
    fin_cases j <;> ext a b <;> fin_cases a <;> fin_cases b <;>
      simp [Matrix.mul_apply, Fin.sum_univ_succ]
  anti := by
    intro j k hjk
    fin_cases j <;> fin_cases k <;>
      first
      | exact absurd rfl hjk
      | (ext a b
         fin_cases a <;> fin_cases b <;> simp [Matrix.mul_apply, Fin.sum_univ_succ])

end

end EdgeAlgebraReconstruction
```

```lean
#print axioms EdgeAlgebraReconstruction.IsEdgeSystem.commute_of_disjoint
-- 'EdgeAlgebraReconstruction.IsEdgeSystem.commute_of_disjoint' depends on axioms: [propext, Classical.choice, Quot.sound]
#print axioms EdgeAlgebraReconstruction.edge_isEdgeSystem_iff
-- 'EdgeAlgebraReconstruction.edge_isEdgeSystem_iff' depends on axioms: [propext, Classical.choice, Quot.sound]
#print axioms EdgeAlgebraReconstruction.IsEdgeSystem.eq_edge
-- 'EdgeAlgebraReconstruction.IsEdgeSystem.eq_edge' depends on axioms: [propext, Classical.choice, Quot.sound]
#print axioms EdgeAlgebraReconstruction.closed_walk_prod
-- 'EdgeAlgebraReconstruction.closed_walk_prod' depends on axioms: [propext, Classical.choice, Quot.sound]
```

## Vertices, edges and the relations between them

The algebra is `R`, a ring with an `Algebra ℂ R` structure. It may be a matrix algebra, but finite dimension is not assumed. The generators are a function `h : ι → R`, and the vertices are the elements of `Option ι`: `none` is vertex 0, and each `some j` is a further vertex. For `ι = Fin m` there are $m+1$ vertices. Since `Fin m` counts from zero, `some 0` is then the vertex called 1 in the formulas here. The label set may also be infinite.

`IsAnticommutingInvolutions h` says that $h_j^2=1$ for every $j$ and $h_jh_k=-h_kh_j$ for $j\ne k$. `IsEdgeSystem A` collects three relations for a family $A_{ij}$ on any vertex set:

- $A_{ji}=-A_{ij}$ for $i\ne j$;
- $A_{ij}^2=1$ for $i\ne j$;
- $A_{ij}A_{jk}=-i\,A_{ik}$ for distinct $i,j,k$.

It places no condition on the diagonal entries $A_{ii}$. The function `edge h` is the family defined at the start, and `edge_isEdgeSystem_iff` states that `edge h` is an edge system if and only if `h` consists of pairwise anticommuting involutions. In the other direction, `IsEdgeSystem.eq_edge` starts from an arbitrary edge system on `Option ι` and recovers each $A_{ij}$ with $i\neq j$ from the root edges $A_{0k}$. Thus $m$ operators fix all $m(m+1)/2$ undirected edges, each being a product of at most two of them up to a phase.

## Majorana bilinears

The relations are those of Majorana bilinears. If $\gamma_0,\dots,\gamma_m$ anticommute pairwise and square to one, then $A_{jk}=-i\gamma_j\gamma_k$ satisfies
$$A_{ij}A_{jk}=(-i)^2\gamma_i\gamma_j\gamma_j\gamma_k=-\gamma_i\gamma_k=-i\,A_{ik}.$$
The generators $h_j=-i\gamma_0\gamma_j$ are the bilinears that contain $\gamma_0$.

Fermion-to-qubit encodings built on edge operators can use the composition rule to replace a missing edge by a product along a path, up to a phase. On a graph with cycles, the qubit operators of such an encoding may obey the rule, and with it the independence of the path, only on a code subspace, whereas here it is an identity in the algebra. In the Majorana picture above there is one Majorana operator per vertex, so a fermionic mode takes two vertices. If $\gamma_j,\gamma_k$ are Hermitian and the mode has the annihilation operator $a=(\gamma_j+i\gamma_k)/2$, the edge between its two vertices is $A_{jk}=1-2a^\dagger a$ and so gives the occupation number. In the Lean file neither a Hilbert space nor an adjoint appears, and the $h_j$ are not required to be Hermitian.

## Composition needs only the squares

Take $a,b,c\ge1$, not necessarily distinct, and use only $h_b^2=1$. If the middle vertex is not the root, there are four cases:
$$
\begin{aligned}
A_{0b}A_{b0}&=-h_b^2=-1=-i\,A_{00},\\
A_{0b}A_{bc}&=h_b(-i\,h_bh_c)=-i\,h_c=-i\,A_{0c},\\
A_{ab}A_{b0}&=(-i\,h_ah_b)(-h_b)=i\,h_a=-i\,A_{a0},\\
A_{ab}A_{bc}&=(-i)^2h_ah_b^2h_c=-h_ah_c=-i\,A_{ac}.
\end{aligned}
$$
If the middle vertex is the root, then $A_{a0}A_{0c}=-h_ah_c=-i\,A_{ac}$. In the three remaining cases at least one factor is $A_{00}=-i$, and the rule is immediate.

This is `edge_mul_edge`. Its `rcases` steps split each vertex into root or non-root, which gives the eight cases, and `simp` evaluates them. The auxiliary statement `hl` cancels two adjacent equal generators inside a longer product. The lemma `edge_self` records that $A_{jj}=-i\,h_j^2=-i$ for $j\ge1$ as well, so the convention at the root matches the rest of the diagonal.

## Anticommutation supplies the signs

For distinct $j,k\ge1$,
$$A_{kj}=-i\,h_kh_j=i\,h_jh_k=-A_{jk},$$
and for edges at the root antisymmetry is part of the definition. Going along an edge and back gives
$$A_{ij}A_{ji}=-i\,A_{ii}=(-i)^2=-1,$$
and inserting $A_{ji}=-A_{ij}$ yields $A_{ij}^2=1$. With the composition rule this proves one direction of the main theorem. In Lean, `h1` is the product along the edge and back, and `neg_injective` removes the common minus sign at the end.

For the other direction, take any edge system and distinct $i,j,k$. Then
$$A_{ij}A_{ik}=-A_{ji}A_{ik}=i\,A_{jk},$$
which is `mul_of_common`. Exchanging $j$ and $k$ gives $A_{ik}A_{ij}=i\,A_{kj}=-i\,A_{jk}$, so edges that share exactly one vertex anticommute (`anticommute`). At the root, this and the squares say that the operators $A_{0j}$ are pairwise anticommuting involutions (`root_edges`). For the family `edge h` they are the $h_j$ themselves, which completes the equivalence.

The same identity at the root reads $A_{0j}A_{0k}=i\,A_{jk}$, hence
$$A_{jk}=-i\,A_{0j}A_{0k}.$$
This is the only case of `eq_edge` that needs a calculation.

Disjoint edges commute. For four distinct vertices, write $A_{kl}=-i\,A_{ik}A_{il}$. Moving $A_{ij}$ past $A_{ik}$ and then past $A_{il}$ produces two minus signs, which cancel. In `commute_of_disjoint`, `e` is the rewriting of $A_{kl}$ and `c` is the double exchange.

## Products along walks

For involutions $h_j$ and a walk $v_0,v_1,\dots,v_{n+1}$, `walk_prod` states
$$A_{v_0v_1}A_{v_1v_2}\cdots A_{v_nv_{n+1}}=(-i)^n A_{v_0v_{n+1}}.$$
For $n=0$ both sides are the same operator. In the induction step, one more factor on the right gives
$$(-i)^nA_{v_0v_{n+1}}A_{v_{n+1}v_{n+2}}=(-i)^{n+1}A_{v_0v_{n+2}}.$$
The walk may revisit vertices or stay in place, because the composition rule holds for repeated vertices. If $v_{n+1}=v_0$, the last operator is $A_{v_0v_0}=-i$, and the product is the scalar $(-i)^{n+1}$ (`closed_walk_prod`). A triangle, for example, gives $(-i)^3=i$.

## The smallest graphs and the Pauli matrices

With no generators there is one vertex and no edge, and both sides of the equivalence hold trivially. With one generator there is a single edge, and the only condition is $h_1^2=1$. Composition for distinct vertices first enters with two generators, which give a triangle with third edge $A_{12}=-i\,h_1h_2$.

`pauli_witness` checks by matrix entries that $X,Y,Z$ are pairwise anticommuting involutions, so by the main theorem they give an edge system on four vertices:
$$A_{01}=X,\quad A_{02}=Y,\quad A_{03}=Z,\quad A_{12}=Z,\quad A_{13}=-Y,\quad A_{23}=X.$$
Disjoint edges here agree up to sign. The edge relations therefore do not force different edges to be linearly independent.

## Starting from m + 1 Majorana operators

A different model would take $\gamma_0,\dots,\gamma_m$ as given and define $A_{jk}=-i\gamma_j\gamma_k$ for all vertices. The root would then need no separate treatment, and the diagonal value $-i$ would follow from $\gamma_j^2=1$. The input would be $m+1$ operators instead of $m$, however, and the reconstruction from the root edges would remain a separate statement.
